# Real antisymmetric Gaudin couplings with nonzero X have the same X² − Z² on every pair of levels

Take three levels that can each hold a pair of electrons. An integrable pairing model of the kind treated here has one conserved charge for each level. In the charge of level \(i\), a transverse strength \(X_{ij}\) multiplies the term that moves a pair between levels \(i\) and \(j\), and a longitudinal strength \(Z_{ij}\) multiplies the term that depends on the occupations of both. Let both strengths be antisymmetric, with

\[
\begin{aligned}
X_{12}&=\tfrac53, & X_{13}&=\tfrac54, & X_{23}&=\tfrac{25}{7},\\
Z_{12}&=\tfrac43, & Z_{13}&=\tfrac34, & Z_{23}&=\tfrac{24}{7}.
\end{aligned}
\]

These numbers satisfy

\[
X_{12}X_{23}=X_{13}(Z_{12}+Z_{23})=\tfrac{125}{21},\qquad
X_{13}X_{12}=X_{23}(Z_{12}-Z_{13})=\tfrac{25}{12}.
\]

Multiply the two equations and cancel \(X_{13}X_{23}\). What remains is \(X_{12}^2=(Z_{12}+Z_{23})(Z_{12}-Z_{13})=\tfrac{25}{9}\), so the longitudinal couplings fix the square of a transverse one. The differences of squares are

\[
\tfrac{25-16}{9}=\tfrac{25-9}{16}=\tfrac{625-576}{49}=1 .
\]

All three pairs give the same value.

## Commuting charges and the Gaudin equation

In an integrable pairing model each level carries a pseudospin \(\mathbf S_i\), which is up if the level holds a pair and down if it is empty, and one looks for commuting charges

\[
R_i=S_i^z+g\sum_{j\ne i}\bigl[X_{ij}(S_i^xS_j^x+S_i^yS_j^y)+Z_{ij}S_i^zS_j^z\bigr],
\]

where \(g\) is the interaction strength. The charges commute if \(X\) and \(Z\) are antisymmetric and obey, for distinct \(i,j,k\), the Gaudin equation

\[
X_{ij}X_{jk}=X_{ik}(Z_{ij}+Z_{jk}).
\]

The step from the operators \(R_i\) to this equation is taken as known: the code starts from the equation and contains no spin operators. For real couplings that obey it with nonzero \(X\), the results below sort the Richardson–Gaudin pairing models, whose eigenstates also serve as trial states for strongly correlated electrons.

The levels form an arbitrary type `ι`, finite or not. Matrices of size \(N\) are the case of \(N\) levels.

```lean
import Mathlib

open Function

namespace RichardsonGaudin

variable {ι : Type*} {X Z : ι → ι → ℝ}
```

The predicate `GaudinCouplings X Z` collects the conditions. Each is imposed only between distinct levels, so diagonal entries are free and antisymmetric matrices are included. Some condition on \(X\) is needed to exclude \(X=0\) everywhere, since the Gaudin equation then holds for any \(Z\).

```lean
/-- Couplings `X` (transverse) and `Z` (longitudinal) between distinct levels that are
antisymmetric, have nonzero `X`, and obey the Gaudin equation on every triple of levels. -/
structure GaudinCouplings (X Z : ι → ι → ℝ) : Prop where
  X_antisymm : ∀ i j, i ≠ j → X j i = -X i j
  Z_antisymm : ∀ i j, i ≠ j → Z j i = -Z i j
  X_ne : ∀ i j, i ≠ j → X i j ≠ 0
  gaudin : ∀ i j k, i ≠ j → j ≠ k → i ≠ k → X i j * X j k = X i k * (Z i j + Z j k)
```

## Longitudinal couplings fix the difference of squares

The Gaudin equation for the order \((k,i,j)\) reads \(X_{ki}X_{ij}=X_{kj}(Z_{ki}+Z_{ij})\). By antisymmetry this is

\[
X_{ik}X_{ij}=X_{jk}(Z_{ij}-Z_{ik}).
\]

Multiplying it by the equation for \((i,j,k)\) gives

\[
X_{ik}X_{jk}\,X_{ij}^2=X_{ik}X_{jk}\,(Z_{ij}+Z_{jk})(Z_{ij}-Z_{ik}).
\]

The common factor is nonzero. Cancelling it and expanding the product leaves

\[
Z_{ij}Z_{jk}-Z_{ik}(Z_{ij}+Z_{jk})=X_{ij}^2-Z_{ij}^2 .
\]

In the proof `e1` and `e2` are the two equations, `mul_left_cancel₀` removes the common factor, and `linear_combination` verifies the remaining algebra.

```lean
/-- For Gaudin couplings and three distinct levels, `X² - Z²` on one pair equals an expression
in the three longitudinal couplings alone. -/
theorem triangle_identity (h : GaudinCouplings X Z) {i j k : ι}
    (hij : i ≠ j) (hjk : j ≠ k) (hik : i ≠ k) :
    Z i j * Z j k - Z i k * (Z i j + Z j k) = X i j ^ 2 - Z i j ^ 2 := by
  have e1 := h.gaudin i j k hij hjk hik
  -- the Gaudin equation for the cyclically shifted triple
  have e2 : X i k * X i j = X j k * (Z i j - Z i k) := by
    have e := h.gaudin k i j hik.symm hij hjk.symm
    rw [h.X_antisymm i k hik, h.X_antisymm j k hjk, h.Z_antisymm i k hik] at e
    linear_combination -e
  -- multiply the two equations and cancel the nonzero couplings
  apply mul_left_cancel₀ (mul_ne_zero (h.X_ne i k hik) (h.X_ne j k hjk))
  linear_combination (-(X j k * (Z i j - Z i k))) * e1 - (X i j * X j k) * e2
```

## Pairs with a common level agree

Replace \((i,j,k)\) by \((k,j,i)\). Every \(Z\) on the left changes sign, and each term contains two of them, so the left side is unchanged. The right side becomes \(X_{kj}^2-Z_{kj}^2=X_{jk}^2-Z_{jk}^2\). Hence

\[
X_{ij}^2-Z_{ij}^2=X_{jk}^2-Z_{jk}^2 .
\]

The two uses of the triangle identity are `t1` and `t2`.

```lean
/-- For Gaudin couplings, two pairs of levels that share one level have the same
value of `X² - Z²`. -/
theorem adjacent_pairs (h : GaudinCouplings X Z) {i j k : ι}
    (hij : i ≠ j) (hjk : j ≠ k) (hik : i ≠ k) :
    X i j ^ 2 - Z i j ^ 2 = X j k ^ 2 - Z j k ^ 2 := by
  have t1 := triangle_identity h hij hjk hik
  have t2 := triangle_identity h hjk.symm hij.symm hik.symm
  rw [h.Z_antisymm j k hjk, h.Z_antisymm i j hij, h.Z_antisymm i k hik,
    h.X_antisymm j k hjk] at t2
  linear_combination t2 - t1
```

## One constant for all pairs

Two disjoint pairs \((i,j)\) and \((k,l)\) are connected through \((j,k)\), which shares a level with each. Pairs that already share a level need at most one such step and a reversal, and reversing a pair leaves the squares unchanged. So there is a number \(\Gamma\) with

\[
X_{ij}^2-Z_{ij}^2=\Gamma\qquad(i\ne j).
\]

The statement `∃! Γ` says that exactly one such number exists. `Nontrivial ι` means at least two levels, which supplies a pair to read \(\Gamma\) from. For two levels the Gaudin equation is empty and \(\Gamma\) is simply the value on the only pair; with a single level every number would qualify. The case distinctions in `link` pick out the overlaps \(j=k\), \(i=k\) and \(j=l\); if \(i=l\) is the only overlap, the proof takes the same two steps as for disjoint pairs.

```lean
/-- For Gaudin couplings on at least two levels there is exactly one constant `Γ` with
`X² - Z² = Γ` for all pairs of distinct levels. -/
theorem gaudin_constant [Nontrivial ι] (h : GaudinCouplings X Z) :
    ∃! Γ : ℝ, ∀ i j, i ≠ j → X i j ^ 2 - Z i j ^ 2 = Γ := by
  have sym : ∀ i j, i ≠ j → X i j ^ 2 - Z i j ^ 2 = X j i ^ 2 - Z j i ^ 2 := by
    intro i j hij
    rw [h.X_antisymm i j hij, h.Z_antisymm i j hij]
    ring
  -- any two pairs are linked through pairs sharing a level
  have link : ∀ i j k l, i ≠ j → k ≠ l →
      X i j ^ 2 - Z i j ^ 2 = X k l ^ 2 - Z k l ^ 2 := by
    intro i j k l hij hkl
    by_cases hjk : j = k
    · subst hjk
      by_cases hil : i = l
      · subst hil
        exact sym _ _ hij
      · exact adjacent_pairs h hij hkl hil
    · by_cases hik : i = k
      · subst hik
        by_cases hjl : j = l
        · subst hjl
          rfl
        · exact (sym _ _ hij).trans (adjacent_pairs h hij.symm hkl hjl)
      · refine (adjacent_pairs h hij hjk hik).trans ?_
        by_cases hjl : j = l
        · subst hjl
          exact sym _ _ hjk
        · exact adjacent_pairs h hjk hkl hjl
  obtain ⟨a, b, hab⟩ := exists_pair_ne ι
  exact ⟨X a b ^ 2 - Z a b ^ 2, fun i j hij => link i j a b hij hab,
    fun Γ' h' => (h' a b hab).symm⟩
```

## Reconstruction from one reference level

Choose a reference level \(o\). The triangle identity with \(k=o\) becomes

\[
Z_{ij}(Z_{jo}-Z_{io})=\Gamma+Z_{io}Z_{jo}.
\]

If \(Z_{jo}=Z_{io}\), the right side would be \(\Gamma+Z_{jo}^2=X_{jo}^2\) and the left side zero, which contradicts \(X_{jo}\ne0\). So one may divide by the difference. Next, multiply the Gaudin equation \(X_{ij}X_{jo}=X_{io}(Z_{ij}+Z_{jo})\) by it:

\[
X_{ij}X_{jo}(Z_{jo}-Z_{io})=X_{io}(\Gamma+Z_{jo}^2)=X_{io}X_{jo}^2 .
\]

Cancelling \(X_{jo}\) gives

\[
X_{ij}=\frac{X_{io}X_{jo}}{Z_{jo}-Z_{io}},\qquad
Z_{ij}=\frac{\Gamma+Z_{io}Z_{jo}}{Z_{jo}-Z_{io}} .
\]

In the opening example take \(o=1\). Then \(Z_{31}-Z_{21}=-\tfrac34+\tfrac43=\tfrac7{12}\), and the formulas return \(X_{23}=\tfrac{25}{12}\big/\tfrac{7}{12}=\tfrac{25}{7}\) and \(Z_{23}=2\big/\tfrac{7}{12}=\tfrac{24}{7}\).

The order of the indices matters. Reading \(Z_{oi}\) for \(Z_{io}\) throughout, and likewise for \(X\), reverses the sign of both results. The value of \(X_{23}^2-Z_{23}^2\) does not reveal the error, but the Gaudin equation does: its left side becomes \(X_{12}X_{23}=-\tfrac{125}{21}\), while its right side becomes \(\tfrac54(\tfrac43-\tfrac{24}7)=-\tfrac{55}{21}\).

```lean
/-- For Gaudin couplings with constant `Γ`, the couplings between two levels follow from `Γ`
and their couplings to a third, reference level `o`. -/
theorem couplings_from_reference (h : GaudinCouplings X Z) {Γ : ℝ}
    (hΓ : ∀ i j, i ≠ j → X i j ^ 2 - Z i j ^ 2 = Γ) {i j o : ι}
    (hij : i ≠ j) (hjo : j ≠ o) (hio : i ≠ o) :
    Z j o - Z i o ≠ 0 ∧ X i j = X i o * X j o / (Z j o - Z i o) ∧
      Z i j = (Γ + Z i o * Z j o) / (Z j o - Z i o) := by
  have t := triangle_identity h hij hjo hio
  have g := h.gaudin i j o hij hjo hio
  have c := hΓ j o hjo
  have hZ : Z i j * (Z j o - Z i o) = Γ + Z i o * Z j o := by
    linear_combination t + hΓ i j hij
  -- equal reference couplings would force a vanishing transverse coupling
  have hne : Z j o - Z i o ≠ 0 := by
    intro h0
    have hsq : X j o ^ 2 = 0 := by
      linear_combination c - hZ + (Z j o + Z i j) * h0
    exact h.X_ne j o hjo ((pow_eq_zero_iff two_ne_zero).1 hsq)
  refine ⟨hne, (eq_div_iff hne).2 ?_, (eq_div_iff hne).2 hZ⟩
  apply mul_left_cancel₀ (h.X_ne j o hjo)
  linear_combination (Z j o - Z i o) * g + X i o * hZ - X i o * c
```

## Every admissible set of parameters gives a solution

Now start from numbers \(x_i\ne0\) and distinct \(z_i\) with \(x_i^2=\Gamma+z_i^2\). They play the part of \(X_{io}\) and \(Z_{io}\), but the reference level itself is not among the levels. Define

\[
X_{ij}=\frac{x_ix_j}{z_j-z_i},\qquad Z_{ij}=\frac{\Gamma+z_iz_j}{z_j-z_i}.
\]

Both are antisymmetric, and \(X\) is nonzero. Over a common denominator,

\[
Z_{ij}+Z_{jk}=\frac{(z_k-z_i)(\Gamma+z_j^2)}{(z_j-z_i)(z_k-z_j)}
=\frac{(z_k-z_i)\,x_j^2}{(z_j-z_i)(z_k-z_j)} .
\]

Multiplication by \(X_{ik}\) gives \(X_{ij}X_{jk}\). The constant is the prescribed one because

\[
(\Gamma+z_i^2)(\Gamma+z_j^2)-(\Gamma+z_iz_j)^2=\Gamma(z_j-z_i)^2 .
\]

The opening example comes from \(\Gamma=1\), \(z=(0,\tfrac34,\tfrac43)\) and \(x=(1,\tfrac54,\tfrac53)\). In Lean, `Injective z` says that the \(z_i\) are distinct; the proof clears denominators and then uses `hΓ`.

```lean
/-- Distinct level parameters `z` and nonzero `x` with `x² = Γ + z²` define Gaudin couplings
whose constant is `Γ`. -/
theorem couplings_of_parameters (Γ : ℝ) (x z : ι → ℝ) (hz : Injective z)
    (hx : ∀ i, x i ≠ 0) (hΓ : ∀ i, x i ^ 2 = Γ + z i ^ 2) :
    GaudinCouplings (fun i j => x i * x j / (z j - z i))
        (fun i j => (Γ + z i * z j) / (z j - z i)) ∧
      ∀ i j, i ≠ j →
        (x i * x j / (z j - z i)) ^ 2 - ((Γ + z i * z j) / (z j - z i)) ^ 2 = Γ := by
  have hd : ∀ i j, i ≠ j → z j - z i ≠ 0 := fun i j hij =>
    sub_ne_zero.2 (fun e => hij (hz e.symm))
  refine ⟨⟨fun i j _ => ?_, fun i j _ => ?_, fun i j hij => ?_,
    fun i j k hij hjk hik => ?_⟩, fun i j hij => ?_⟩
  · rw [← neg_sub (z j) (z i), div_neg, mul_comm (x j) (x i)]
  · rw [← neg_sub (z j) (z i), div_neg, mul_comm (z j) (z i)]
  · exact div_ne_zero (mul_ne_zero (hx i) (hx j)) (hd i j hij)
  · have h1 := hd i j hij
    have h2 := hd j k hjk
    rw [div_add_div _ _ h1 h2, div_mul_div_comm, div_mul_div_comm,
      div_eq_div_iff (mul_ne_zero h1 h2) (mul_ne_zero (hd i k hik) (mul_ne_zero h1 h2))]
    linear_combination
      (x i * x k * (z k - z i) * (z j - z i) * (z k - z j)) * hΓ j
  · rw [div_pow, div_pow, ← sub_div, div_eq_iff (pow_ne_zero 2 (hd i j hij))]
    linear_combination x j ^ 2 * hΓ i + (Γ + z i ^ 2) * hΓ j
```

## Zero constant means inverse differences

If \(\Gamma=0\), then \(X_{io}^2=Z_{io}^2\), so \(Z_{io}\ne0\). Set \(\eta_o=0\) and \(\eta_i=1/Z_{io}\) for the other levels. For \(i,j\) different from \(o\),

\[
Z_{ij}(\eta_i-\eta_j)=Z_{ij}\,\frac{Z_{jo}-Z_{io}}{Z_{io}Z_{jo}}=1
\]

by the reconstruction formula with \(\Gamma=0\). If \(j=o\), the product is \(Z_{io}/Z_{io}=1\), and \(i=o\) follows by antisymmetry. Thus \(Z_{ij}=1/(\eta_i-\eta_j)\), while \(X_{ij}\) equals \(Z_{ij}\) up to a sign on each pair. The proof treats the same three cases.

```lean
/-- If Gaudin couplings satisfy `X² = Z²` on all pairs, then `Z` is the inverse difference
of some level parameters `η`. -/
theorem rational_of_constant_zero (h : GaudinCouplings X Z)
    (h0 : ∀ i j, i ≠ j → X i j ^ 2 = Z i j ^ 2) :
    ∃ η : ι → ℝ, ∀ i j, i ≠ j → Z i j * (η i - η j) = 1 := by
  classical
  rcases isEmpty_or_nonempty ι with he | ⟨⟨o⟩⟩
  · exact ⟨fun _ => 0, fun i => isEmptyElim i⟩
  have hZ : ∀ i, i ≠ o → Z i o ≠ 0 := fun i hi hz =>
    h.X_ne i o hi (by simpa [hz] using h0 i o hi)
  -- measure every parameter from the reference level
  obtain ⟨η, h1, h2⟩ : ∃ η : ι → ℝ, η o = 0 ∧ ∀ i, i ≠ o → η i = (Z i o)⁻¹ :=
    ⟨fun i => if i = o then 0 else (Z i o)⁻¹, if_pos rfl, fun i hi => if_neg hi⟩
  refine ⟨η, fun i j hij => ?_⟩
  by_cases hi : i = o
  · subst hi
    rw [h1, h2 j hij.symm, h.Z_antisymm j i hij.symm]
    linear_combination mul_inv_cancel₀ (hZ j hij.symm)
  by_cases hj : j = o
  · subst hj
    rw [h1, h2 i hij, sub_zero]
    exact mul_inv_cancel₀ (hZ i hij)
  rw [h2 i hi, h2 j hj, inv_sub_inv (hZ i hi) (hZ j hj), ← mul_div_assoc,
    div_eq_iff (mul_ne_zero (hZ i hi) (hZ j hj))]
  linear_combination triangle_identity h hij hj hi + h0 i j hij
```

## Solutions from an addition theorem

Suppose \(s_{ij}\) is antisymmetric and nonzero between distinct levels, \(c_{ij}\) is symmetric, and

\[
s_{ik}=s_{ij}c_{jk}+c_{ij}s_{jk}.
\]

Dividing by \(s_{ij}s_{jk}s_{ik}\) yields

\[
\frac1{s_{ij}}\,\frac1{s_{jk}}=\frac1{s_{ik}}\left(\frac{c_{ij}}{s_{ij}}+\frac{c_{jk}}{s_{jk}}\right),
\]

which is the Gaudin equation for \(X=1/s\) and \(Z=c/s\).

```lean
/-- An antisymmetric `s`, nonzero between distinct levels, and a symmetric `c` that obey the
sine addition theorem give Gaudin couplings `1/s` and `c/s`. -/
theorem couplings_of_addition (s c : ι → ι → ℝ) (hs : ∀ i j, s j i = -s i j)
    (hc : ∀ i j, c j i = c i j) (h0 : ∀ i j, i ≠ j → s i j ≠ 0)
    (hadd : ∀ i j k, s i k = s i j * c j k + c i j * s j k) :
    GaudinCouplings (fun i j => 1 / s i j) (fun i j => c i j / s i j) := by
  refine ⟨fun i j _ => ?_, fun i j _ => ?_, fun i j hij => one_div_ne_zero (h0 i j hij),
    fun i j k hij hjk hik => ?_⟩
  · rw [hs i j, div_neg]
  · rw [hs i j, hc i j, div_neg]
  · have h1 := h0 i j hij
    have h2 := h0 j k hjk
    rw [div_add_div _ _ h1 h2, div_mul_div_comm, div_mul_div_comm,
      div_eq_div_iff (mul_ne_zero h1 h2) (mul_ne_zero (h0 i k hik) (mul_ne_zero h1 h2))]
    linear_combination (s i j * s j k) * hadd i j k
```

## Rational, trigonometric and hyperbolic models

With \(s_{ij}=\eta_i-\eta_j\) and \(c_{ij}=1\), the addition theorem is \(\eta_i-\eta_k=(\eta_i-\eta_j)+(\eta_j-\eta_k)\). The two couplings coincide, so \(\Gamma=0\).

```lean
/-- Rational model: for distinct `η`, taking both couplings equal to `1/(η i - η j)` gives
Gaudin couplings. -/
theorem rational_witness (η : ι → ℝ) (hη : Injective η) :
    GaudinCouplings (fun i j => 1 / (η i - η j)) (fun i j => 1 / (η i - η j)) :=
  couplings_of_addition (fun i j => η i - η j) (fun _ _ => 1)
    (fun i j => by ring) (fun _ _ => rfl)
    (fun i j hij => sub_ne_zero.2 (fun e => hij (hη e))) (fun i j k => by ring)
```

With \(s=\sin(\eta_i-\eta_j)\) and \(c=\cos(\eta_i-\eta_j)\), the constant is \((1-\cos^2)/\sin^2=1\). Distinct parameters are not enough here: no two may differ by a multiple of \(\pi\), which is the hypothesis `h0`.

```lean
/-- Trigonometric model: if no sine of a difference of two levels' parameters vanishes,
`1/sin` and `cos/sin` are Gaudin couplings with constant `1`. -/
theorem trigonometric_witness (η : ι → ℝ)
    (h0 : ∀ i j, i ≠ j → Real.sin (η i - η j) ≠ 0) :
    GaudinCouplings (fun i j => 1 / Real.sin (η i - η j))
        (fun i j => Real.cos (η i - η j) / Real.sin (η i - η j)) ∧
      ∀ i j, i ≠ j → (1 / Real.sin (η i - η j)) ^ 2 -
        (Real.cos (η i - η j) / Real.sin (η i - η j)) ^ 2 = 1 := by
  refine ⟨couplings_of_addition (fun i j => Real.sin (η i - η j))
    (fun i j => Real.cos (η i - η j)) (fun i j => ?_) (fun i j => ?_) h0
    (fun i j k => ?_), fun i j hij => ?_⟩
  · rw [← Real.sin_neg, neg_sub]
  · rw [← Real.cos_neg, neg_sub]
  · rw [← Real.sin_add, sub_add_sub_cancel]
  · rw [div_pow, div_pow, ← sub_div, div_eq_iff (pow_ne_zero 2 (h0 i j hij))]
    linear_combination -(Real.sin_sq_add_cos_sq (η i - η j))
```

With \(\sinh\) and \(\cosh\) the constant is \((1-\cosh^2)/\sinh^2=-1\). Distinct parameters suffice, because \(\sinh\) vanishes only at zero.

```lean
/-- Hyperbolic model: for distinct `η`, `1/sinh` and `cosh/sinh` of the parameter differences
are Gaudin couplings with constant `-1`. -/
theorem hyperbolic_witness (η : ι → ℝ) (hη : Injective η) :
    GaudinCouplings (fun i j => 1 / Real.sinh (η i - η j))
        (fun i j => Real.cosh (η i - η j) / Real.sinh (η i - η j)) ∧
      ∀ i j, i ≠ j → (1 / Real.sinh (η i - η j)) ^ 2 -
        (Real.cosh (η i - η j) / Real.sinh (η i - η j)) ^ 2 = -1 := by
  have h0 : ∀ i j, i ≠ j → Real.sinh (η i - η j) ≠ 0 := fun i j hij e =>
    hij (hη (sub_eq_zero.1 (Real.sinh_injective (e.trans Real.sinh_zero.symm))))
  refine ⟨couplings_of_addition (fun i j => Real.sinh (η i - η j))
    (fun i j => Real.cosh (η i - η j)) (fun i j => ?_) (fun i j => ?_) h0
    (fun i j k => ?_), fun i j hij => ?_⟩
  · rw [← Real.sinh_neg, neg_sub]
  · rw [← Real.cosh_neg, neg_sub]
  · rw [← Real.sinh_add, sub_add_sub_cancel]
  · rw [div_pow, div_pow, ← sub_div, div_eq_iff (pow_ne_zero 2 (h0 i j hij))]
    linear_combination -(Real.cosh_sq (η i - η j))

end RichardsonGaudin
```

Multiplying \(X\) and \(Z\) by a common factor \(\lambda\) multiplies \(\Gamma\) by \(\lambda^2\), so the values \(\pm1\) are a choice of scale and the sign is what distinguishes the families. For nonzero \(\Gamma\), a given solution is described here by the reconstruction formulas; that it can be brought to trigonometric or hyperbolic form is not shown.

```lean
#print axioms RichardsonGaudin.gaudin_constant
#print axioms RichardsonGaudin.couplings_of_parameters
#print axioms RichardsonGaudin.rational_of_constant_zero
#print axioms RichardsonGaudin.couplings_of_addition
```

```
'RichardsonGaudin.gaudin_constant' depends on axioms: [propext, Classical.choice, Quot.sound]
'RichardsonGaudin.couplings_of_parameters' depends on axioms: [propext, Classical.choice, Quot.sound]
'RichardsonGaudin.rational_of_constant_zero' depends on axioms: [propext, Classical.choice, Quot.sound]
'RichardsonGaudin.couplings_of_addition' depends on axioms: [propext, Classical.choice, Quot.sound]
```
